# Logarithmic growth of the damped oscillator's momentum variance with the Drude cutoff

Suppose a code computes the equilibrium momentum variance of a damped quantum oscillator and raises the bath cutoff until the answer stops changing. With Drude friction at fixed temperature, the answer never settles. If the code also keeps a fixed number of Matsubara frequencies, it can report a plateau, but that plateau comes from the truncation. The bounds below give the true growth, which is logarithmic in the cutoff.

## The bound on the sum and the variance law

For real x ≥ 0, define

S(x) = Σ_{m≥1} x/(m(m+x)).

The series converges, and

log(1+x) ≤ S(x) ≤ 1 + log(1+x).

The oscillator has mass M and frequency ω₀, at inverse temperature β. Its friction at Laplace frequency z is

γ̂(z) = γ ωD/(ωD+z),

where γ ≥ 0 is the damping rate and ωD ≥ 0 the cutoff. The time 1/ωD is the memory time of the friction. As ωD → ∞ the friction becomes memoryless, with force −Mγv at velocity v. With ν = 2π/(ℏβ), the Matsubara frequencies w_m = νm and u_m = ω₀² + w_m γ̂(w_m), the momentum variance is

⟨p²⟩ = (M/β) (1 + 2 Σ_{m≥1} u_m/(w_m²+u_m)).

It differs from

(ℏMγ/π) log(1+ωD/ν)

by at most a constant that does not depend on ωD. For γ > 0 it therefore diverges as ωD → ∞.

## Cutoff scans and truncated Matsubara sums

For this single harmonic oscillator with Drude friction, a momentum variance or mean kinetic energy should be reported together with its cutoff. In a cutoff scan, subtracting the logarithm should leave a bounded remainder.

The number N of retained frequencies has to grow with the cutoff. Each term of the variance series is below 1, so a truncated result never exceeds (M/β)(1+2N), however large ωD is. Growth in proportion to ωD is enough to keep the logarithm: since u_m ≤ ω₀² + γωD, the omitted terms of the series add up to at most (ω₀² + γωD)/(ν²N), which then stays bounded. For a small truncation error, choose N large enough to make this bound small.

## From telescoping logarithms to the variance

Write t_m = x/(m(m+x)) and D(m) = log(m+x) − log m. Then D(m) − D(m+1) = log q, with

q = (m+1)(m+x)/(m(m+1+x)).

Multiplying out gives

q − 1 = x/(m(m+1+x)),
1 − 1/q = x/((m+1)(m+x)).

Since 1 − 1/q ≤ log q ≤ q − 1, enlarging the denominator on the left and reducing it on the right gives

t_{m+1} ≤ D(m) − D(m+1) ≤ t_m.

The series converges because 0 ≤ t_m ≤ x/m². Adding the right-hand inequality for m = 1, …, N gives

Σ_{m=1}^{N} t_m ≥ log(1+x) − log(1+x/(N+1)) ≥ log(1+x) − x/(N+1),

and N → ∞ yields the lower bound. Adding the left-hand inequality and keeping t₁ apart gives

Σ_{m=1}^{N+1} t_m ≤ x/(1+x) + log(1+x) − D(N+1) ≤ 1 + log(1+x),

because D(N+1) ≥ 0. This is the upper bound.

For the oscillator, set x = ωD/ν and K = ω₀²/ν² + γ/ν. Since 0 ≤ γ̂(w_m) ≤ γ and m ≥ 1,

0 ≤ u_m ≤ ω₀² + γνm ≤ (ω₀² + γν)m = Kν w_m.

Replacing u_m/(w_m²+u_m) by u_m/w_m² therefore costs little:

0 ≤ u_m/w_m² − u_m/(w_m²+u_m) = u_m²/(w_m²(w_m²+u_m)) ≤ u_m²/w_m⁴ ≤ K²/m².

The simpler quotient contains the term of S:

u_m/w_m² = (γ/ν) t_m + (ω₀²/ν²)/m².

Summing over m with Σ 1/m² = π²/6 gives

(γ/ν) S(x) + (ω₀²/ν² − K²) π²/6 ≤ Σ_{m≥1} u_m/(w_m²+u_m) ≤ (γ/ν) S(x) + (ω₀²/ν²) π²/6.

Now insert the bounds on S and multiply by 2M/β. The logarithm acquires the coefficient 2Mγ/(βν) = ℏMγ/π, and no other term depends on ωD. When γ > 0 the coefficient is positive, so the variance diverges.

## The Lean file

Lean counts from n = 0, so m = n + 1 in the code. The docstring of `matsubaraSum` writes n for the m of the text.

```lean
import Mathlib

open Real Filter Topology

namespace DampedOscillatorMomentum

noncomputable section

/-- The term `x / (m (m + x))` of the Matsubara-type sum at `m = n + 1`; the domain is `x ≥ 0`. -/
def matsubaraTerm (x : ℝ) (n : ℕ) : ℝ := x / (((n : ℝ) + 1) * ((n : ℝ) + 1 + x))

/-- The Matsubara-type sum `S(x)` of `x / (n (n + x))` over `n ≥ 1`, for `x ≥ 0`. -/
def matsubaraSum (x : ℝ) : ℝ := ∑' n, matsubaraTerm x n

/-- The lowest positive Matsubara frequency `2π / (ℏβ)`, for `ℏ, β > 0`. -/
def thermalFreq (ℏ β : ℝ) : ℝ := 2 * π / (ℏ * β)

/-- Drude friction `γ ωD / (ωD + z)` with cutoff `ωD ≥ 0` at Laplace frequency `z > 0`. -/
def drude (γ ωD z : ℝ) : ℝ := γ * ωD / (ωD + z)

/-- Contribution of the Matsubara frequency `w = ν (n + 1)` to the momentum variance,
for `ν > 0`, `γ ≥ 0` and `ωD ≥ 0`. -/
def modeTerm (ν ω₀ γ ωD : ℝ) (n : ℕ) : ℝ :=
  (ω₀ ^ 2 + ν * ((n : ℝ) + 1) * drude γ ωD (ν * ((n : ℝ) + 1))) /
    ((ν * ((n : ℝ) + 1)) ^ 2 +
      (ω₀ ^ 2 + ν * ((n : ℝ) + 1) * drude γ ωD (ν * ((n : ℝ) + 1))))

/-- Equilibrium momentum variance of an oscillator of mass `M` and frequency `ω₀` with Drude
friction, as a Matsubara series; the domain is `M, ℏ, β > 0` and `γ, ωD ≥ 0`. -/
def momentumVariance (M ℏ β ω₀ γ ωD : ℝ) : ℝ :=
  M / β * (1 + 2 * ∑' n, modeTerm (thermalFreq ℏ β) ω₀ γ ωD n)

/-- The decrease of `log (m + x) - log m` from `m` to `m + 1` lies between the values of `x / (m (m
+ x))` at `m + 1` and at `m`, for real `m > 0` and `x ≥ 0`. -/
theorem log_step {m x : ℝ} (hm : 0 < m) (hx : 0 ≤ x) :
    x / ((m + 1) * (m + 1 + x)) ≤
        (log (m + x) - log m) - (log (m + 1 + x) - log (m + 1)) ∧
      (log (m + x) - log m) - (log (m + 1 + x) - log (m + 1)) ≤ x / (m * (m + x)) := by
  have h1 : 0 < m + 1 := by linarith
  have h2 : 0 < m + x := by linarith
  have h3 : 0 < m + 1 + x := by linarith
  have hq : 0 < (m + 1) * (m + x) / (m * (m + 1 + x)) := by positivity
  have hlog : (log (m + x) - log m) - (log (m + 1 + x) - log (m + 1)) =
      log ((m + 1) * (m + x) / (m * (m + 1 + x))) := by
    rw [log_div (by positivity) (by positivity), log_mul h1.ne' h2.ne',
      log_mul hm.ne' h3.ne']
    ring
  rw [hlog]
  constructor
  · have e : 1 - ((m + 1) * (m + x) / (m * (m + 1 + x)))⁻¹ = x / ((m + 1) * (m + x)) := by
      rw [inv_div, eq_div_iff (by positivity), sub_mul, div_mul_cancel₀ _ (by positivity)]
      ring
    have h := one_sub_inv_le_log_of_pos hq
    rw [e] at h
    refine le_trans ?_ h
    exact div_le_div_of_nonneg_left hx (by positivity) (by nlinarith)
  · have e : (m + 1) * (m + x) / (m * (m + 1 + x)) - 1 = x / (m * (m + 1 + x)) := by
      rw [eq_div_iff (by positivity), sub_mul, div_mul_cancel₀ _ (by positivity)]
      ring
    have h := log_le_sub_one_of_pos hq
    rw [e] at h
    refine h.trans ?_
    exact div_le_div_of_nonneg_left hx (by positivity) (by nlinarith)

/-- The inverse squares of the positive integers sum to `π² / 6`. -/
theorem hasSum_inv_sq : HasSum (fun n : ℕ => 1 / ((n : ℝ) + 1) ^ 2) (π ^ 2 / 6) := by
  have h := (hasSum_nat_add_iff' 1).2 hasSum_zeta_two
  simpa using h

/-- For `x ≥ 0` the Matsubara-type sum converges and lies between `log (1 + x)` and
`1 + log (1 + x)`. -/
theorem matsubaraSum_log_growth {x : ℝ} (hx : 0 ≤ x) :
    Summable (matsubaraTerm x) ∧ log (1 + x) ≤ matsubaraSum x ∧
      matsubaraSum x ≤ 1 + log (1 + x) := by
  have h0 : ∀ n, 0 ≤ matsubaraTerm x n := fun n => by unfold matsubaraTerm; positivity
  have hs : Summable (matsubaraTerm x) := by
    refine Summable.of_nonneg_of_le h0 (fun n => ?_) (hasSum_inv_sq.summable.mul_left x)
    have hn : (0 : ℝ) < (n : ℝ) + 1 := by positivity
    rw [mul_one_div]
    exact div_le_div_of_nonneg_left hx (by positivity) (by nlinarith)
  refine ⟨hs, ?_, ?_⟩
  · -- telescoping from below; the remainder is at most `x / (N + 1)`
    have hlow : ∀ N : ℕ, log (1 + x) - (log ((N : ℝ) + 1 + x) - log ((N : ℝ) + 1)) ≤
        ∑ n ∈ Finset.range N, matsubaraTerm x n := by
      intro N
      induction N with
      | zero => simp
      | succ N ih =>
        have h := (log_step (m := (N : ℝ) + 1) (by positivity) hx).2
        rw [Finset.sum_range_succ]
        unfold matsubaraTerm at ih ⊢
        push_cast
        linarith
    have hlim : Tendsto (fun N : ℕ => log (1 + x) - x * (1 / ((N : ℝ) + 1))) atTop
        (𝓝 (log (1 + x))) := by
      simpa using (tendsto_one_div_add_atTop_nhds_zero_nat (𝕜 := ℝ)).const_mul x
        |>.const_sub (log (1 + x))
    refine le_of_tendsto' hlim (fun N => ?_)
    have hN : (0 : ℝ) < (N : ℝ) + 1 := by positivity
    have hr := log_le_sub_one_of_pos (show 0 < ((N : ℝ) + 1 + x) / ((N : ℝ) + 1) by positivity)
    rw [log_div (by positivity) hN.ne', add_div, div_self hN.ne'] at hr
    have hsum : ∑ n ∈ Finset.range N, matsubaraTerm x n ≤ matsubaraSum x :=
      hs.sum_le_tsum _ (fun n _ => h0 n)
    rw [mul_one_div]
    linarith [hlow N]
  · -- telescoping from above, with the first term kept apart
    have hup : ∀ N : ℕ, ∑ n ∈ Finset.range (N + 1), matsubaraTerm x n ≤
        x / (1 + x) + log (1 + x) - (log ((N : ℝ) + 1 + x) - log ((N : ℝ) + 1)) := by
      intro N
      induction N with
      | zero => simp [matsubaraTerm]
      | succ N ih =>
        have h := (log_step (m := (N : ℝ) + 1) (by positivity) hx).1
        rw [Finset.sum_range_succ]
        unfold matsubaraTerm at ih ⊢
        push_cast
        linarith
    refine le_of_tendsto' ((tendsto_add_atTop_iff_nat 1).2 hs.hasSum.tendsto_sum_nat)
      (fun N => ?_)
    have h1 : x / (1 + x) ≤ 1 := (div_le_one (by positivity)).2 (by linarith)
    have h2 : log ((N : ℝ) + 1) ≤ log ((N : ℝ) + 1 + x) :=
      log_le_log (by positivity) (by linarith)
    linarith [hup N]

/-- Each oscillator mode equals `γ / ν` times a term of the Matsubara-type sum, up to a multiple of
`1 / (n + 1)²` bounded independently of the cutoff. -/
theorem modeTerm_bounds {ν γ ωD : ℝ} (ω₀ : ℝ) (hν : 0 < ν) (hγ : 0 ≤ γ) (hD : 0 ≤ ωD)
    (n : ℕ) :
    γ / ν * matsubaraTerm (ωD / ν) n +
        (ω₀ ^ 2 / ν ^ 2 - (ω₀ ^ 2 / ν ^ 2 + γ / ν) ^ 2) * (1 / ((n : ℝ) + 1) ^ 2) ≤
        modeTerm ν ω₀ γ ωD n ∧
      modeTerm ν ω₀ γ ωD n ≤
        γ / ν * matsubaraTerm (ωD / ν) n + ω₀ ^ 2 / ν ^ 2 * (1 / ((n : ℝ) + 1) ^ 2) := by
  have hm : (1 : ℝ) ≤ (n : ℝ) + 1 := by linarith [Nat.cast_nonneg (α := ℝ) n]
  unfold modeTerm matsubaraTerm
  generalize (n : ℝ) + 1 = m at hm ⊢
  have hm0 : 0 < m := by linarith
  have hw : 0 < ν * m := by positivity
  have hd : 0 < ωD + ν * m := by positivity
  have e1 : γ / ν * (ωD / ν / (m * (m + ωD / ν))) =
      ν * m * drude γ ωD (ν * m) / (ν * m) ^ 2 := by
    have h2 : m + ωD / ν = (ωD + ν * m) / ν := by
      rw [eq_div_iff hν.ne', add_mul, div_mul_cancel₀ _ hν.ne']
      ring
    rw [h2]
    unfold drude
    field_simp
  have hf0 : 0 ≤ drude γ ωD (ν * m) := by unfold drude; positivity
  have hf1 : drude γ ωD (ν * m) ≤ γ := by
    unfold drude
    rw [div_le_iff₀ hd]
    nlinarith [mul_nonneg hγ hw.le]
  rw [e1]
  generalize drude γ ωD (ν * m) = f at hf0 hf1 ⊢
  have hKν : (ω₀ ^ 2 / ν ^ 2 + γ / ν) * ν * ν = ω₀ ^ 2 + γ * ν := by field_simp
  generalize ω₀ ^ 2 / ν ^ 2 + γ / ν = K at hKν ⊢
  have e2 : ω₀ ^ 2 / ν ^ 2 * (1 / m ^ 2) = ω₀ ^ 2 / (ν * m) ^ 2 := by field_simp
  have e3 : K ^ 2 * (1 / m ^ 2) = (K * ν) ^ 2 / (ν * m) ^ 2 := by field_simp
  have hu : 0 ≤ ω₀ ^ 2 + ν * m * f := by positivity
  -- the friction and the potential together grow at most linearly in the frequency
  have huK : ω₀ ^ 2 + ν * m * f ≤ K * ν * (ν * m) := by
    have h1 : K * ν * (ν * m) = (ω₀ ^ 2 + γ * ν) * m := by rw [← hKν]; ring
    rw [h1]
    nlinarith [mul_le_mul_of_nonneg_left hf1 hw.le,
      mul_nonneg (sq_nonneg ω₀) (sub_nonneg.2 hm)]
  have hsq := pow_le_pow_left₀ hu huK 2
  rw [sub_mul, e2, e3]
  have e4 : ν * m * f / (ν * m) ^ 2 + ω₀ ^ 2 / (ν * m) ^ 2 =
      (ω₀ ^ 2 + ν * m * f) / (ν * m) ^ 2 := by ring
  rw [← add_sub_assoc, e4, ← sub_div]
  generalize ω₀ ^ 2 + ν * m * f = u at hu hsq ⊢
  constructor
  · rw [div_le_div_iff₀ (by positivity) (by positivity)]
    nlinarith [mul_nonneg (sq_nonneg (K * ν)) hu]
  · exact div_le_div_of_nonneg_left hu (by positivity) (by linarith)

/-- The Matsubara series of the momentum variance converges for every finite Drude cutoff. -/
theorem summable_modeTerm {ν γ ωD : ℝ} (ω₀ : ℝ) (hν : 0 < ν) (hγ : 0 ≤ γ) (hD : 0 ≤ ωD) :
    Summable (modeTerm ν ω₀ γ ωD) := by
  have hs := (matsubaraSum_log_growth (div_nonneg hD hν.le)).1
  refine Summable.of_nonneg_of_le (fun n => ?_)
    (fun n => (modeTerm_bounds ω₀ hν hγ hD n).2)
    ((hs.mul_left _).add (hasSum_inv_sq.summable.mul_left _))
  unfold modeTerm drude
  positivity

/-- The momentum variance of the damped oscillator equals `(ℏMγ/π) log (1 + ωD/ν)`, with `ν`
the lowest Matsubara frequency, up to an error bounded uniformly in the cutoff `ωD`. -/
theorem momentumVariance_log_cutoff {M ℏ β γ : ℝ} (ω₀ : ℝ) (hM : 0 < M) (hℏ : 0 < ℏ)
    (hβ : 0 < β) (hγ : 0 ≤ γ) :
    ∃ C : ℝ, ∀ ωD : ℝ, 0 ≤ ωD →
      |momentumVariance M ℏ β ω₀ γ ωD -
        ℏ * M * γ / π * log (1 + ωD / thermalFreq ℏ β)| ≤ C := by
  have hν : 0 < thermalFreq ℏ β := by unfold thermalFreq; positivity
  have hc : ℏ * M * γ / π = M / β * (2 * (γ / thermalFreq ℏ β)) := by
    unfold thermalFreq
    field_simp
  unfold momentumVariance
  rw [hc]
  generalize thermalFreq ℏ β = ν at hν ⊢
  refine ⟨M / β * (1 + 2 * (γ / ν + ω₀ ^ 2 / ν ^ 2 * (π ^ 2 / 6) +
    (ω₀ ^ 2 / ν ^ 2 + γ / ν) ^ 2 * (π ^ 2 / 6))), fun ωD hD => ?_⟩
  obtain ⟨hs, hlo, hhi⟩ := matsubaraSum_log_growth (div_nonneg hD hν.le)
  have hS : HasSum (matsubaraTerm (ωD / ν)) (matsubaraSum (ωD / ν)) := hs.hasSum
  have hT := (summable_modeTerm ω₀ hν hγ hD).hasSum
  -- sum the mode-by-mode bounds
  have hU := hasSum_le (fun n => (modeTerm_bounds ω₀ hν hγ hD n).2) hT
    ((hS.mul_left _).add (hasSum_inv_sq.mul_left _))
  have hL := hasSum_le (fun n => (modeTerm_bounds ω₀ hν hγ hD n).1)
    ((hS.mul_left _).add (hasSum_inv_sq.mul_left _)) hT
  have hg : 0 ≤ γ / ν := by positivity
  have g1 := mul_le_mul_of_nonneg_left hlo hg
  have g2 := mul_le_mul_of_nonneg_left hhi hg
  have ha : 0 ≤ ω₀ ^ 2 / ν ^ 2 * (π ^ 2 / 6) := by positivity
  have hK : 0 ≤ (ω₀ ^ 2 / ν ^ 2 + γ / ν) ^ 2 * (π ^ 2 / 6) := by positivity
  rw [sub_mul] at hL
  rw [mul_add, mul_one] at g2
  rw [mul_assoc (M / β), ← mul_sub, abs_mul, abs_of_pos (div_pos hM hβ)]
  refine mul_le_mul_of_nonneg_left ?_ (div_pos hM hβ).le
  rw [abs_le]
  constructor <;> linarith

/-- With friction present, the momentum variance diverges as the Drude cutoff is removed. -/
theorem momentumVariance_tendsto_atTop {M ℏ β γ : ℝ} (ω₀ : ℝ) (hM : 0 < M) (hℏ : 0 < ℏ)
    (hβ : 0 < β) (hγ : 0 < γ) :
    Tendsto (fun ωD => momentumVariance M ℏ β ω₀ γ ωD) atTop atTop := by
  obtain ⟨C, hC⟩ := momentumVariance_log_cutoff ω₀ hM hℏ hβ hγ.le
  have hν : 0 < thermalFreq ℏ β := by unfold thermalFreq; positivity
  have hc : 0 < ℏ * M * γ / π := by positivity
  have h1 : Tendsto (fun ωD : ℝ => 1 + ωD / thermalFreq ℏ β) atTop atTop :=
    tendsto_atTop_add_const_left _ 1 (tendsto_id.atTop_div_const hν)
  have h2 : Tendsto (fun ωD : ℝ =>
      ℏ * M * γ / π * log (1 + ωD / thermalFreq ℏ β) + -C) atTop atTop :=
    tendsto_atTop_add_const_right _ (-C) ((tendsto_log_atTop.comp h1).const_mul_atTop hc)
  refine tendsto_atTop_mono' atTop ?_ h2
  filter_upwards [eventually_ge_atTop (0 : ℝ)] with ωD hD
  linarith [(abs_le.1 (hC ωD hD)).1]

end

end DampedOscillatorMomentum
```

```lean
#print axioms DampedOscillatorMomentum.momentumVariance_log_cutoff
-- 'DampedOscillatorMomentum.momentumVariance_log_cutoff' depends on axioms: [propext, Classical.choice, Quot.sound]
#print axioms DampedOscillatorMomentum.momentumVariance_tendsto_atTop
-- 'DampedOscillatorMomentum.momentumVariance_tendsto_atTop' depends on axioms: [propext, Classical.choice, Quot.sound]
```

## Physical quantities and theorems in Lean

`matsubaraTerm x n` is t_{n+1}, and `matsubaraSum x` is S(x). `thermalFreq ℏ β` is ν, `drude γ ωD z` is γ̂(z), and `modeTerm ν ω₀ γ ωD n` is the summand of the variance series at m = n + 1. All parameters are real numbers in any consistent units, with β = 1/(k_B T).

`matsubaraSum_log_growth` states convergence and both bounds for every x ≥ 0. `summable_modeTerm` states that the variance series converges at every finite cutoff. This has to be proved separately, because Lean assigns the value zero to a divergent `∑'`.

`momentumVariance_log_cutoff` assumes M, ℏ, β > 0 and γ ≥ 0. It says that one constant `C` bounds the remainder for all ωD ≥ 0. The order of the quantifiers matters: `C` is chosen before `ωD`. `momentumVariance_tendsto_atTop` requires γ > 0 and states the divergence. There is no condition on ω₀, so the free Brownian particle, ω₀ = 0, is included.

## How the proof follows the derivation

`log_step` is the two-sided estimate of D(m) − D(m+1). It applies Mathlib's inequalities for log q after computing q − 1 and 1 − 1/q. In `matsubaraSum_log_growth`, induction on `N` carries out the telescoping, and `le_of_tendsto'` takes the limit. `hasSum_inv_sq` supplies π²/6 by shifting Mathlib's sum to start at one.

`modeTerm_bounds` is the estimate for a single frequency. Its step `huK` is u_m ≤ Kν w_m, and `e1` identifies the friction part with (γ/ν) t_m. `summable_modeTerm` then follows by comparison. In `momentumVariance_log_cutoff`, `hasSum_le` adds up the bounds over all frequencies, and `linarith` combines them with the bounds on S. `momentumVariance_tendsto_atTop` compares the variance with the logarithm minus `C`.

## Two counter-examples and the reach of the theorems

The lower bound on S needs x ≥ 0. At x = −1/2 every term is negative and the first equals −1, so S(−1/2) < −1. But log(1/2) ≈ −0.69, and the lower bound fails.

The divergence needs γ > 0. With γ = 0 and ω₀ = 0, every u_m vanishes and the variance is M/β at every cutoff.

The Matsubara series is the file's definition of the variance; it is not derived from a path integral or a system–bath Hamiltonian. The friction is of Drude form, and other cutoff functions are not treated. The constant `C` may depend on temperature, and the value chosen in the proof grows without limit as β → ∞ when γ > 0, so the theorem gives no zero-temperature law. Nor does the file cover truncation or floating-point error: the advice on choosing N rests on the elementary argument given with it.
